# Population control lowers the stationary mean fraction in a two-state walker model

A projector Monte Carlo run carries a population of walkers. Each walker collects a weight, and in some versions of the method the population is periodically resampled so that its size stays fixed. Selecting in proportion to weight looks harmless, since every walker gets the right expected number of copies. Yet the selection probabilities are normalised by the total weight of the current population, which fluctuates. Does the average over a long run still reproduce the exact projected state?

Two states suffice to see that it need not. A walker in state one has weight 2 and a walker in state two has weight 1, standing for the factors that a local potential contributes in one time step. In every step N walkers are drawn independently from the current N in proportion to weight, and each drawn walker then flips to the other state with probability 1/4. The flip stands for the hopping part of the propagator. For every population size N ≥ 1, any stationary law of this process has a mean fraction in state one strictly below the exact value (1 + √17)/8, the fraction that weighting and flipping preserve when there is no population noise.

```lean
import Mathlib

open Finset

namespace PopulationControlBias

noncomputable section
```

## From k walkers to a binomial count

Let k of the N walkers be in state one. Their total weight is 2k and that of the others is N − k, so one multinomial draw selects state one with probability

s(k) = 2k / (2k + (N − k)) = 2k / (N + k).

```lean
/-- Probability that a resampled walker is in state one (weight 2), when `k` of `N` walkers
are there and the others have weight 1; the domain is `0 < N`, `k ≤ N`. -/
def selectProb (N k : ℕ) : ℝ := 2 * k / (2 * k + 1 * ((N : ℝ) - k))
```

The selected walker keeps its state with probability 3/4 and changes it with probability 1/4. It ends in state one with probability

q(k) = (3/4) s(k) + (1/4)(1 − s(k)).

```lean
/-- Probability that a walker is in state one after resampling and a flip with
probability 1/4. -/
def nextProb (N k : ℕ) : ℝ := 3 / 4 * selectProb N k + 1 / 4 * (1 - selectProb N k)
```

The N draws and flips are independent given k, so the next count j is binomial:

T(k,j) = C(N,j) q(k)^j (1 − q(k))^(N−j).

```lean
/-- Binomial probability that the count in state one goes from `k` to `j`. -/
def transition (N k j : ℕ) : ℝ :=
  (N.choose j : ℝ) * nextProb N k ^ j * (1 - nextProb N k) ^ (N - j)
```

A stationary law P gives each count a probability P(k) that one further step leaves unchanged. The type `Fin (N + 1)` lists the counts 0, …, N. The three fields of `IsStationary` say that P is nonnegative, sums to one and satisfies

∑ₖ P(k) T(k,j) = P(j) for every j.

Stationary laws describe long runs. For N ≥ 1 and 0 ≤ k ≤ N, s(k) lies between 0 and 1, so q(k) lies between 1/4 and 3/4 and every T(k,j) is positive. By the standard theory of finite Markov chains there is then exactly one stationary law, and averages over a long run converge with probability one to its means. The code does not prove this fact; its theorems concern stationary laws directly.

```lean
/-- A probability law of the count in state one that one Monte Carlo step leaves unchanged. -/
structure IsStationary (N : ℕ) (P : Fin (N + 1) → ℝ) : Prop where
  nonneg : ∀ k, 0 ≤ P k
  total : ∑ k, P k = 1
  balance : ∀ j : Fin (N + 1), ∑ k, P k * transition N k j = P j
```

The quantity of interest is the mean fraction

m = ∑ₖ P(k) k/N.

It counts walkers after the flip and before the next weighting, each with equal weight.

```lean
/-- Mean fraction of walkers in state one, for `0 < N`. -/
def meanFraction (N : ℕ) (P : Fin (N + 1) → ℝ) : ℝ := ∑ k, P k * (((k : ℕ) : ℝ) / N)
```

## The fraction without population noise

The reference value is e = (1 + √17)/8. In the prose and in the code, e denotes this fraction and not Euler's number.

```lean
/-- The fraction `(1 + √17) / 8`. -/
def exactFraction : ℝ := (1 + √17) / 8
```

Squaring gives e² = (18 + 2√17)/64 = (9 + √17)/32, which equals e/4 + 1/4. Since 4.12² < 17 < 4.125², e lies between 0.64 and 41/64. The upper bound is used again when the small populations are compared.

```lean
local notation "e" => exactFraction

/-- The exact fraction solves a quadratic equation and lies between 0.64 and 41/64. -/
theorem exactFraction_bounds : e ^ 2 = e / 4 + 1 / 4 ∧ 0.64 ≤ e ∧ e < 41 / 64 := by
  have h := Real.sq_sqrt (show (0 : ℝ) ≤ 17 by norm_num)
  have h0 := Real.sqrt_nonneg 17
  unfold exactFraction
  refine ⟨by linear_combination h / 64, ?_, ?_⟩
  · have : 4.12 ≤ √17 := by nlinarith
    linarith
  · have : √17 < 4.125 := by nlinarith
    linarith
```

To see that e is the exact fraction, apply weighting and flipping to deterministic populations (x, 1 − x). They become

(1/4 + 5x/4, 3/4 − x/4).

If this equals g·(x, 1 − x), adding the components gives g = 1 + x. The first component then requires

x² − x/4 − 1/4 = (x − e)(x + e − 1/4) = 0.

The second root, 1/4 − e, is negative, so x ≥ 0 leaves only x = e. Conversely, x = e works with growth factor g = 1 + e. In other words, (e, 1 − e) is the nonnegative eigenvector of the weight-and-flip matrix whose components sum to one. These components play the role of wavefunction amplitudes, not of their squares, so e is not the quantum-mechanical probability of finding state one. The theorem states the condition on x as an equivalence, and its proof follows the same factorisation.

```lean
/-- Weighting and flipping reproduce the populations `(x, 1 - x)`, with `x ≥ 0`, up to a
growth factor `g` exactly when `x` is the exact fraction. -/
theorem exact_projection_iff {x : ℝ} (hx : 0 ≤ x) :
    (∃ g : ℝ, 3 / 4 * (2 * x) + 1 / 4 * (1 - x) = g * x ∧
      1 / 4 * (2 * x) + 3 / 4 * (1 - x) = g * (1 - x)) ↔ x = e := by
  obtain ⟨he, hl, -⟩ := exactFraction_bounds
  constructor
  · rintro ⟨g, h1, h2⟩
    have hg : g = 1 + x := by linear_combination -h1 - h2
    subst hg
    have hz : (x - e) * (x + e - 1 / 4) = 0 := by linear_combination -h1 - he
    rcases mul_eq_zero.mp hz with h | h <;> linarith
  · rintro rfl
    exact ⟨1 + e, by linear_combination -he, by linear_combination he⟩
```

## The stationary mean is an average of q

Inserting s(k) = 2k/(N + k) into q(k) = 1/4 + s(k)/2 gives

q(k) = 1/4 + k/(N + k).

```lean
/-- Resampling and flipping give the probability `1/4 + k/(N+k)`. -/
theorem nextProb_eq (N k : ℕ) : nextProb N k = 1 / 4 + (k : ℝ) / (N + k) := by
  unfold nextProb selectProb
  rw [show 2 * (k : ℝ) + 1 * ((N : ℝ) - k) = N + k by ring]
  ring
```

The binomial mean follows from j C(N,j) = N C(N−1,j−1):

∑ⱼ T(k,j) j = N q(k).

The Lean proof takes the same identity from Mathlib's Bernstein polynomials, evaluated at q(k).

```lean
/-- The expected next count in state one is `N` times the single-walker probability. -/
theorem transition_mean (N k : ℕ) :
    ∑ j : Fin (N + 1), transition N k j * ((j : ℕ) : ℝ) = N * nextProb N k := by
  -- evaluate the Bernstein polynomial identity at the success probability
  have h := congrArg (Polynomial.eval (nextProb N k)) (bernsteinPolynomial.sum_smul ℝ N)
  simp only [Polynomial.eval_finsetSum, bernsteinPolynomial, Polynomial.eval_mul,
    Polynomial.eval_pow, Polynomial.eval_sub, Polynomial.eval_one, Polynomial.eval_X,
    Polynomial.eval_natCast, nsmul_eq_mul] at h
  rw [Finset.sum_range] at h
  refine (sum_congr rfl fun j _ => ?_).trans h
  unfold transition
  ring
```

Now use stationarity in the definition of m and exchange the sums:

m = ∑ⱼ P(j) j/N = ∑ₖ P(k) ∑ⱼ T(k,j) j/N = ∑ₖ P(k) q(k).

In the code, `h.balance` supplies the first replacement, `sum_comm` the exchange and `transition_mean` the last equality.

```lean
/-- In a stationary law the mean fraction equals the mean single-walker probability. -/
theorem meanFraction_eq {N : ℕ} (hN : 0 < N) {P : Fin (N + 1) → ℝ} (h : IsStationary N P) :
    meanFraction N P = ∑ k : Fin (N + 1), P k * nextProb N k := by
  have hN' : (N : ℝ) ≠ 0 := by exact_mod_cast hN.ne'
  calc meanFraction N P
      = ∑ j : Fin (N + 1), (∑ k, P k * transition N k j) * (((j : ℕ) : ℝ) / N) :=
        sum_congr rfl fun j _ => by rw [h.balance j]
    _ = ∑ k : Fin (N + 1), P k * ((∑ j : Fin (N + 1), transition N k j * ((j : ℕ) : ℝ)) / N) := by
        simp only [sum_mul, mul_sum, sum_div]
        rw [sum_comm]
        exact sum_congr rfl fun k _ => sum_congr rfl fun j _ => by ring
    _ = _ := sum_congr rfl fun k _ => by
        rw [transition_mean, mul_div_cancel_left₀ _ hN']
```

## The response bends below its tangent

Write x = k/N, so that q = 1/4 + x/(1 + x). This function is concave, has the fixed point q = e at x = e, and has slope 1/(1 + e)² there. To compare it with its tangent, multiply out:

q(1 + x) = 1/4 + 5x/4.

Together with e² = e/4 + 1/4 this gives

(q − e)(1 + x)(1 + e) = x − e.

Consequently

x − e − (1 + e)²(q − e)
= (q − e)(1 + e)[(1 + x) − (1 + e)]
= (q − e)(1 + e)(x − e)
= (q − e)²(1 + x)(1 + e)².

The right-hand side is positive unless x = e. That case would make √17 = 8x − 1 rational, which is impossible for a ratio of walker numbers. Hence

(1 + e)²(q − e) < x − e.

In the proof, `hne` holds the irrationality argument, `hd` the product formula and `hgap` the final identity.

```lean
/-- The response to a deviation from the exact fraction lies strictly below its tangent line. -/
theorem response_lt_tangent {N : ℕ} (hN : 0 < N) (k : ℕ) :
    (1 + e) ^ 2 * (nextProb N k - e) < (k : ℝ) / N - e := by
  obtain ⟨he, hl, -⟩ := exactFraction_bounds
  have hN' : (0 : ℝ) < N := by exact_mod_cast hN
  -- a ratio of walker numbers never equals the irrational exact fraction
  have hne : (k : ℝ) / N - e ≠ 0 := by
    intro hk
    have h17 : Irrational √17 := by
      exact_mod_cast (show Nat.Prime 17 by norm_num).irrational_sqrt
    refine h17 ⟨8 * ((k : ℚ) / N) - 1, ?_⟩
    push_cast
    unfold exactFraction at hk
    linarith
  have hx : 0 ≤ (k : ℝ) / N := by positivity
  have hw : nextProb N k * (1 + (k : ℝ) / N) = 1 / 4 + 5 * ((k : ℝ) / N) / 4 := by
    have : (N : ℝ) + k ≠ 0 := by positivity
    rw [nextProb_eq]
    field_simp
    ring
  generalize (k : ℝ) / N = x at hx hw hne ⊢
  generalize nextProb N k = w at hw ⊢
  have hd : (w - e) * ((1 + x) * (1 + e)) = x - e := by
    linear_combination (1 + e) * hw - (1 + x) * he
  have hu : w - e ≠ 0 := fun h0 => hne (by rw [← hd, h0, zero_mul])
  have hp : 0 < (w - e) ^ 2 * ((1 + x) * (1 + e) ^ 2) :=
    mul_pos (lt_of_le_of_ne (sq_nonneg _) (Ne.symm (pow_ne_zero 2 hu)))
      (mul_pos (by linarith) (pow_pos (by linarith) 2))
  have hgap : x - e - (1 + e) ^ 2 * (w - e) = (w - e) ^ 2 * ((1 + x) * (1 + e) ^ 2) := by
    linear_combination -(1 + (w - e) * (1 + e)) * hd
  linarith
```

## The sign of the bias for every N

Average this inequality over P. Some P(k) is positive, because the probabilities sum to one, so the inequality stays strict. The left side averages to (1 + e)²(m − e), because m is also the mean of q, and the right side to m − e:

(1 + e)²(m − e) < m − e.

Thus ((1 + e)² − 1)(m − e) < 0. The first factor is e(2 + e) > 0, so m < e.

The theorem `population_control_bias` reads: for every N > 0 and every P satisfying `IsStationary N P`, the mean fraction is less than e. It takes the stationary law as given and fixes the sign of the bias, not its size or its rate of decay with N. In the code, `hlt` is the averaged inequality, `hL` and `hR` evaluate its two sides, and the last lines derive a contradiction from m ≥ e.

```lean
/-- For every positive number of walkers, the stationary mean fraction lies strictly below
the exact one. -/
theorem population_control_bias {N : ℕ} (hN : 0 < N) {P : Fin (N + 1) → ℝ}
    (h : IsStationary N P) : meanFraction N P < e := by
  obtain ⟨-, hl, -⟩ := exactFraction_bounds
  have hc (f : Fin (N + 1) → ℝ) : ∑ k, P k * (f k - e) = ∑ k, P k * f k - e := by
    simp only [mul_sub, sum_sub_distrib, ← sum_mul, h.total, one_mul]
  obtain ⟨i, -, hi⟩ := exists_ne_zero_of_sum_ne_zero
    (show ∑ k, P k ≠ 0 by rw [h.total]; exact one_ne_zero)
  -- average the tangent-line inequality over the stationary law
  have hlt : ∑ k : Fin (N + 1), P k * ((1 + e) ^ 2 * (nextProb N k - e)) <
      ∑ k : Fin (N + 1), P k * (((k : ℕ) : ℝ) / N - e) :=
    sum_lt_sum
      (fun k _ => mul_le_mul_of_nonneg_left (response_lt_tangent hN k).le (h.nonneg k))
      ⟨i, mem_univ i, mul_lt_mul_of_pos_left (response_lt_tangent hN i)
        (lt_of_le_of_ne (h.nonneg i) (Ne.symm hi))⟩
  have hL : ∑ k : Fin (N + 1), P k * ((1 + e) ^ 2 * (nextProb N k - e)) =
      (1 + e) ^ 2 * (meanFraction N P - e) := by
    rw [meanFraction_eq hN h, ← hc, mul_sum]
    exact sum_congr rfl fun k _ => by ring
  have hR : ∑ k : Fin (N + 1), P k * (((k : ℕ) : ℝ) / N - e) = meanFraction N P - e :=
    hc fun k => ((k : ℕ) : ℝ) / N
  rw [hL, hR] at hlt
  by_contra hge
  have h1 : 0 ≤ (1 + e) ^ 2 - 1 := by nlinarith
  nlinarith [mul_nonneg h1 (sub_nonneg.2 (not_lt.mp hge))]
```

The binomial form entered this argument only through its mean. Any other fixed-N resampling rule that makes the count a Markov chain with expected next value N q(k) therefore has the same sign of bias in a stationary law, although its numerical values may differ. This extension rests on the reasoning just given; the code treats the binomial rule alone.

## One, two and three walkers

For small N the balance equations can be written out. The values of q(0), …, q(N) are

N = 1: 1/4, 3/4
N = 2: 1/4, 7/12, 3/4
N = 3: 1/4, 1/2, 13/20, 3/4.

For N = 1 the equation for j = 0 is

P(0) = (3/4)P(0) + (1/4)P(1).

For N = 2 the equations for j = 0 and 1 are

P(0) = (9/16)P(0) + (25/144)P(1) + (1/16)P(2)
P(1) = (3/8)P(0) + (35/72)P(1) + (3/8)P(2).

For N = 3 those for j = 0, 1 and 2 are

P(0) = (27/64)P(0) + (1/8)P(1) + (343/8000)P(2) + (1/64)P(3)
P(1) = (27/64)P(0) + (3/8)P(1) + (1911/8000)P(2) + (9/64)P(3)
P(2) = (9/64)P(0) + (3/8)P(1) + (3549/8000)P(2) + (27/64)P(3).

The remaining equation in each case follows because the transition probabilities from each k sum to one. Substitution confirms the stationary laws (1, 1)/2, (14, 27, 23)/64 and (5117, 14652, 21375, 13460)/54604. The Lean proof checks each entry by arithmetic.

```lean
/-- Explicit stationary laws for one, two and three walkers. -/
theorem stationary_witness :
    IsStationary 1 ![1 / 2, 1 / 2] ∧ IsStationary 2 ![14 / 64, 27 / 64, 23 / 64] ∧
    IsStationary 3 ![5117 / 54604, 14652 / 54604, 21375 / 54604, 13460 / 54604] := by
  refine ⟨?_, ?_, ?_⟩ <;>
  exact ⟨fun k => by fin_cases k <;> norm_num, by norm_num [Fin.sum_univ_succ],
    fun j => by
      fin_cases j <;> norm_num [Fin.sum_univ_succ, transition, nextProb_eq, Nat.choose]⟩
```

Solving the equations shows that every stationary law at these sizes has the stated mean. For N = 1, P(0) = P(1), so m = 1/2.

For N = 2, put P(0) + P(2) = 1 − P(1) into the second equation. This gives P(1) = 27/64. The first equation then gives P(0) = 14/64, hence P(2) = 23/64 and m = 73/128.

For N = 3, equating the two expressions for m, ∑ₖ P(k) k/3 and ∑ₖ P(k) q(k), gives

P(3) − P(0) = (2/3)P(1) − (1/15)P(2).

Subtracting the equation for j = 1 from that for j = 2 and inserting this relation yields P(2) = (2375/1628)P(1). Adding the same two equations and using normalisation yields

325 P(1) + 352 P(2) = 225.

So P(1) = 14652/54604 and P(2) = 21375/54604, and therefore

m = 1/2 + (P(3) − P(0))/2 + (P(2) − P(1))/6 = 16297/27302.

Write m₁, m₂, m₃ for the three means. The inequality 2(e − m₂) < e − m₁ is equivalent to e < 41/64, the bound found earlier. The inequality 3(e − m₃) < 2(e − m₂) is equivalent to e < 48891/27302 − 73/64 ≈ 0.6501, which the same bound implies. N times the bias is approximately 0.1404, 0.1402 and 0.1304, so it strictly decreases over these sizes.

In `small_populations`, `P₁`, `P₂` and `P₃` are arbitrary stationary laws for the three sizes. The proof expands normalisation and the balance equations, and `linarith` performs the elimination.

```lean
/-- Stationary mean fractions for one, two and three walkers; the number of walkers times the
bias strictly decreases over these sizes. -/
theorem small_populations {P₁ : Fin 2 → ℝ} {P₂ : Fin 3 → ℝ} {P₃ : Fin 4 → ℝ}
    (h₁ : IsStationary 1 P₁) (h₂ : IsStationary 2 P₂) (h₃ : IsStationary 3 P₃) :
    meanFraction 1 P₁ = 1 / 2 ∧ meanFraction 2 P₂ = 73 / 128 ∧
    meanFraction 3 P₃ = 16297 / 27302 ∧
    3 * (e - meanFraction 3 P₃) < 2 * (e - meanFraction 2 P₂) ∧
    2 * (e - meanFraction 2 P₂) < 1 * (e - meanFraction 1 P₁) := by
  have m₁ : meanFraction 1 P₁ = 1 / 2 := by
    have t : ∑ k : Fin 2, P₁ k = 1 := h₁.total
    have b : ∑ k : Fin 2, P₁ k * transition 1 k 0 = P₁ 0 := h₁.balance 0
    change ∑ k : Fin 2, P₁ k * (((k : ℕ) : ℝ) / (1 : ℕ)) = _
    norm_num [Fin.sum_univ_two, transition, nextProb_eq] at t b ⊢
    linarith
  have m₂ : meanFraction 2 P₂ = 73 / 128 := by
    have t : ∑ k : Fin 3, P₂ k = 1 := h₂.total
    have b : ∑ k : Fin 3, P₂ k * transition 2 k 0 = P₂ 0 := h₂.balance 0
    have c : ∑ k : Fin 3, P₂ k * transition 2 k 1 = P₂ 1 := h₂.balance 1
    change ∑ k : Fin 3, P₂ k * (((k : ℕ) : ℝ) / (2 : ℕ)) = _
    norm_num [Fin.sum_univ_three, transition, nextProb_eq, Nat.choose] at t b c ⊢
    linarith
  have m₃ : meanFraction 3 P₃ = 16297 / 27302 := by
    have t : ∑ k : Fin 4, P₃ k = 1 := h₃.total
    have b : ∑ k : Fin 4, P₃ k * transition 3 k 0 = P₃ 0 := h₃.balance 0
    have c : ∑ k : Fin 4, P₃ k * transition 3 k 1 = P₃ 1 := h₃.balance 1
    have d : ∑ k : Fin 4, P₃ k * transition 3 k 2 = P₃ 2 := h₃.balance 2
    change ∑ k : Fin 4, P₃ k * (((k : ℕ) : ℝ) / (3 : ℕ)) = _
    norm_num [Fin.sum_univ_four, transition, nextProb_eq, Nat.choose] at t b c d ⊢
    linarith
  obtain ⟨-, -, hu⟩ := exactFraction_bounds
  refine ⟨m₁, m₂, m₃, ?_, ?_⟩
  · rw [m₂, m₃]; linarith
  · rw [m₁, m₂]; linarith

end

end PopulationControlBias
```

```lean
#print axioms PopulationControlBias.exact_projection_iff
#print axioms PopulationControlBias.population_control_bias
#print axioms PopulationControlBias.small_populations
```

```
'PopulationControlBias.exact_projection_iff' depends on axioms: [propext, Classical.choice, Quot.sound]
'PopulationControlBias.population_control_bias' depends on axioms: [propext, Classical.choice, Quot.sound]
'PopulationControlBias.small_populations' depends on axioms: [propext, Classical.choice, Quot.sound]
```

For simulation practice, this two-state model with fixed weights shows that a long run at fixed N can retain a population-control bias, and that a pure 1/N extrapolation from its smallest populations is not exact.
